# Finite nucleus with an even potential: parity and uniqueness of the radial Dirac power series for κ < 0

Near a point nucleus, the radial functions of an s₁/₂ electron in the Dirac equation start with a non-integer power of r. If the nuclear charge is spread over a finite volume, the potential stays finite at the centre and integer powers take over. For a uniformly charged sphere or a Gaussian charge distribution, V also contains only even powers of r near the origin.

For κ < 0, I would then write the large and small components as P = r^|κ| f and Q = r^|κ| h. I expect f to be even and h to be odd, with everything fixed by the single number f(0), including the first coefficient of h:

h₁ = −(E − V(0) − c²) f(0) / (c(2|κ| + 1))

Can this be proved for formal power series, with every step checked by Lean?

## A coupled recursion fixes the parities and the slope

Yes, provided that P and Q have the form you give. Use atomic units, where c is the speed of light, let E include the rest energy c², and let V be the potential energy of the electron. P and Q are the radial functions of the four-component wave function multiplied by r. The radial equations, multiplied by r and by c, are

c(rP′ + κP) = r(E + c² − V)Q

c(rQ′ − κQ) = −r(E − c² − V)P

Put m = |κ|, so that κ = −m. The product rule gives

r(r^m f)′ = r^m(rf′ + mf)

and likewise for h. In the first equation the term mf cancels against κf; in the second the two terms add up to 2mh. After division by r^(m+1) and r^m respectively,

cf′ = (E + c² − V)h

c(rh′ + 2mh) = −r(E − c² − V)f

Now write fₙ, hₙ and vₙ for the coefficients of rⁿ in f, h and V. The constant term of the second equation is 2mc h₀ = 0, so h₀ = 0. The other coefficients give, for every n ≥ 0,

c(n + 1) fₙ₊₁ = (E + c²)hₙ − Σ hᵢvⱼ

c(n + 1 + 2m) hₙ₊₁ = −(E − c²)fₙ + Σ fᵢvⱼ

where the sums run over i + j = n. The factors on the left are never zero.

**Parity.** Suppose that up to order n the odd coefficients of f and the even coefficients of h vanish.

- If n + 1 is odd, then n is even. In each product hᵢvⱼ, either j is odd and vⱼ = 0, or i is even and hᵢ = 0. Since hₙ = 0 as well, fₙ₊₁ = 0.
- If n + 1 is even, then n is odd. In each product fᵢvⱼ, either j is odd and vⱼ = 0, or i is odd and fᵢ = 0. Since fₙ = 0 as well, hₙ₊₁ = 0.

The induction starts from h₀ = 0.

**Uniqueness.** Two solutions with the same f₀ also share h₀ = 0, and the recursion then gives them the same coefficients at every later order.

**Slope.** At n = 0 the second recursion reads

c(1 + 2m) h₁ = −(E − c² − v₀) f₀

which is your formula, because v₀ = V(0).

The rest energy needs care when this formula is used. Many programs report ε = E − c². In terms of ε the slope is −(ε − V(0)) f(0) / (c(2|κ| + 1)). Inserting ε where E stands subtracts c² twice and adds a spurious c f(0)/(2|κ| + 1).

## The radial equations as identities of power series

In Lean, `f`, `h` and `V` are elements of `ℝ⟦X⟧`, the formal power series with real coefficients, and `X` plays the part of r. The derivative `d⁄dX ℝ` acts term by term, `C` turns a number into a constant series, and `coeff n f` is fₙ. Thus f(0) is `coeff 0 f` and V(0) is `coeff 0 V`. The quantum number `κ` is an integer and `κ.natAbs` is |κ|.

`RadialDirac` is the pair of multiplied equations above, with that choice of relative sign between P and Q. `RegularSolution` says that r^|κ| f and r^|κ| h satisfy them. `IsEven` and `IsOdd` say that the coefficients of the wrong parity vanish.

The main theorem, `finite_nucleus_expansion`, takes c ≠ 0, κ < 0, an even V and a regular solution (f, h). It concludes that f is even, that h is odd, that h₁ has the stated value, and that any regular solution for the same c, E, V and κ with the same f(0) equals (f, h).

The condition κ < 0 selects the states with j = l + 1/2, such as s₁/₂ and p₃/₂. Evenness of V expresses a charge density that is smooth through the centre of the nucleus. The two-parameter Fermi distribution has a small cusp there, so its potential is not even and the parity result does not apply to it.

The common factor r^|κ| is assumed, not derived from a condition of regularity. E may be any real number, since nothing is required at large r, and convergence of the series plays no role. The theorem starts from a given solution. That one exists for each f(0) follows from `recursion_iff`, because the recursion can be solved order by order, but the file does not state this as a theorem.

The sign of κ matters. Take κ = 1, V = 0 and E = c², with

f = (2c/3) r, h = 1

Then P = (2c/3) r² and Q = r. Both sides of the first equation equal 2c²r², and both sides of the second are zero. Here f is odd and h is even. Uniqueness fails too, because f(0) = 0 is shared with the zero solution.

```lean
import Mathlib

open PowerSeries

namespace FiniteNucleusDirac

noncomputable section

/-- A formal power series in `r` is even if all its odd coefficients vanish. -/
def IsEven (f : ℝ⟦X⟧) : Prop := ∀ n, Odd n → coeff n f = 0

/-- A formal power series in `r` is odd if all its even coefficients vanish. -/
def IsOdd (f : ℝ⟦X⟧) : Prop := ∀ n, Even n → coeff n f = 0

/-- The radial Dirac equations for the large component `P` and the small component `Q`,
multiplied by `r` and by `c`; the energy `E` includes the rest energy `c ^ 2`. -/
def RadialDirac (c E : ℝ) (V : ℝ⟦X⟧) (κ : ℤ) (P Q : ℝ⟦X⟧) : Prop :=
  C c * (X * d⁄dX ℝ P + (κ : ℝ⟦X⟧) * P) = X * (C (E + c ^ 2) - V) * Q ∧
  C c * (X * d⁄dX ℝ Q - (κ : ℝ⟦X⟧) * Q) = -(X * (C (E - c ^ 2) - V) * P)

/-- The components `P = r ^ |κ| f` and `Q = r ^ |κ| h` solve the radial Dirac equations. -/
def RegularSolution (c E : ℝ) (V : ℝ⟦X⟧) (κ : ℤ) (f h : ℝ⟦X⟧) : Prop :=
  RadialDirac c E V κ (X ^ κ.natAbs * f) (X ^ κ.natAbs * h)

variable {c E : ℝ} {V f h : ℝ⟦X⟧} {κ : ℤ}

/-- The operator `r d/dr` acts on `r ^ m f` as `r ^ m (r d/dr + m)` acts on `f`. -/
theorem euler_pow_mul (m : ℕ) (f : ℝ⟦X⟧) :
    X * d⁄dX ℝ (X ^ m * f) = X ^ m * (X * d⁄dX ℝ f + (m : ℝ⟦X⟧) * f) := by
  have hX : d⁄dX ℝ (X : ℝ⟦X⟧) = 1 := by
    ext n
    rcases n with _ | n <;> simp [coeff_one]
  induction m with
  | zero => simp
  | succ m ih =>
    have h1 : X ^ (m + 1) * f = X * (X ^ m * f) := by ring
    rw [h1, Derivation.leibniz, hX, smul_eq_mul, smul_eq_mul, Nat.cast_succ]
    linear_combination X * ih

/-- For `κ < 0` the radial Dirac equations for `r ^ |κ| f` and `r ^ |κ| h` are equivalent to
equations for `f` and `h` in which the centrifugal term survives only for `h`. -/
theorem reduced_iff (hκ : κ < 0) : RegularSolution c E V κ f h ↔
    C c * d⁄dX ℝ f = h * (C (E + c ^ 2) - V) ∧
    C c * (X * d⁄dX ℝ h + 2 * (κ.natAbs : ℝ⟦X⟧) * h) = -(X * (f * (C (E - c ^ 2) - V))) := by
  obtain ⟨m, rfl⟩ : ∃ m : ℕ, κ = -(m : ℤ) := ⟨κ.natAbs, by omega⟩
  have e : (-(m : ℤ)).natAbs = m := by omega
  simp only [RegularSolution, RadialDirac, e, euler_pow_mul, Int.cast_neg, Int.cast_natCast]
  have hX (j : ℕ) : (X : ℝ⟦X⟧) ^ j ≠ 0 := pow_ne_zero _ X_ne_zero
  constructor
  · rintro ⟨h1, h2⟩
    exact ⟨mul_left_cancel₀ (hX (m + 1)) (by linear_combination h1),
      mul_left_cancel₀ (hX m) (by linear_combination h2)⟩
  · rintro ⟨h1, h2⟩
    exact ⟨by linear_combination X ^ (m + 1) * h1, by linear_combination X ^ m * h2⟩

/-- For `c ≠ 0` and `κ < 0`, the radial Dirac equations hold exactly when `h(0) = 0` and the
coefficients of `f` and `h` obey a coupled recursion. -/
theorem recursion_iff (hc : c ≠ 0) (hκ : κ < 0) : RegularSolution c E V κ f h ↔
    coeff 0 h = 0 ∧ ∀ n : ℕ,
      c * (((n : ℝ) + 1) * coeff (n + 1) f) = coeff n (h * (C (E + c ^ 2) - V)) ∧
      c * (((n : ℝ) + 1 + 2 * (κ.natAbs : ℝ)) * coeff (n + 1) h)
        = -coeff n (f * (C (E - c ^ 2) - V)) := by
  rw [reduced_iff hκ]
  have hm : 0 < κ.natAbs := by omega
  generalize κ.natAbs = m at hm ⊢
  have hC : 2 * (m : ℝ⟦X⟧) = C (2 * (m : ℝ)) := by
    rw [map_mul, map_natCast, map_ofNat]
  -- the coefficients of the left side of the second equation
  have e0 : coeff 0 (C c * (X * d⁄dX ℝ h + 2 * (m : ℝ⟦X⟧) * h))
      = c * (2 * (m : ℝ) * coeff 0 h) := by
    rw [hC, coeff_C_mul, map_add, coeff_C_mul, coeff_zero_X_mul, zero_add]
  have e1 (n : ℕ) : coeff (n + 1) (C c * (X * d⁄dX ℝ h + 2 * (m : ℝ⟦X⟧) * h))
      = c * (((n : ℝ) + 1 + 2 * (m : ℝ)) * coeff (n + 1) h) := by
    rw [hC, coeff_C_mul, map_add, coeff_C_mul, coeff_succ_X_mul, coeff_derivative]
    ring
  constructor
  · rintro ⟨h1, h2⟩
    refine ⟨?_, fun n => ⟨?_, ?_⟩⟩
    · have := congrArg (coeff (R := ℝ) 0) h2
      rw [e0, map_neg, coeff_zero_X_mul, neg_zero] at this
      have hm' : 2 * (m : ℝ) ≠ 0 := by positivity
      exact (mul_eq_zero.mp ((mul_eq_zero.mp this).resolve_left hc)).resolve_left hm'
    · have := congrArg (coeff (R := ℝ) n) h1
      rw [coeff_C_mul, coeff_derivative] at this
      linear_combination this
    · have := congrArg (coeff (R := ℝ) (n + 1)) h2
      rw [e1, map_neg, coeff_succ_X_mul] at this
      exact this
  · rintro ⟨h0, hr⟩
    refine ⟨?_, ?_⟩
    · ext n
      rw [coeff_C_mul, coeff_derivative]
      linear_combination (hr n).1
    · ext n
      cases n with
      | zero => rw [e0, map_neg, coeff_zero_X_mul, h0]; ring
      | succ n => rw [e1, map_neg, coeff_succ_X_mul]; exact (hr n).2

/-- For `c ≠ 0`, `κ < 0` and an even potential, `f` is even and `h` is odd. -/
theorem parity (hc : c ≠ 0) (hκ : κ < 0) (hV : IsEven V)
    (hs : RegularSolution c E V κ f h) : IsEven f ∧ IsOdd h := by
  obtain ⟨h0, hr⟩ := (recursion_iff hc hκ).mp hs
  -- multiplication by the even series `a - V` does not mix parities
  have s (a : ℝ) (g : ℝ⟦X⟧) (n : ℕ) (hg : ∀ i ≤ n, Even (i + n) → coeff i g = 0) :
      coeff n (g * (C a - V)) = 0 := by
    rw [coeff_mul]
    refine Finset.sum_eq_zero fun p hp => ?_
    have hp' := Finset.HasAntidiagonal.mem_antidiagonal.mp hp
    rcases Nat.even_or_odd p.2 with e | o
    · rw [hg p.1 (by omega) (by rw [Nat.even_iff] at e ⊢; omega), zero_mul]
    · have hp0 : p.2 ≠ 0 := by obtain ⟨t, ht⟩ := o; omega
      rw [map_sub, hV _ o, coeff_C, if_neg hp0, sub_zero, mul_zero]
  have key : ∀ n, (Odd n → coeff n f = 0) ∧ (Even n → coeff n h = 0) := by
    intro n
    induction n using Nat.strong_induction_on with
    | _ n ih =>
      rcases n with _ | n
      · exact ⟨fun ho => by obtain ⟨t, ht⟩ := ho; omega, fun _ => h0⟩
      · constructor <;> intro hn
        · have e := (hr n).1
          rw [s _ h n fun i hi hin => (ih i (by omega)).2 (by
            rw [Nat.even_iff] at hin ⊢; rw [Nat.odd_iff] at hn; omega)] at e
          exact (mul_eq_zero.mp ((mul_eq_zero.mp e).resolve_left hc)).resolve_left
            (by positivity)
        · have e := (hr n).2
          rw [s _ f n fun i hi hin => (ih i (by omega)).1 (by
            rw [Nat.even_iff] at hin hn; rw [Nat.odd_iff]; omega), neg_zero] at e
          exact (mul_eq_zero.mp ((mul_eq_zero.mp e).resolve_left hc)).resolve_left
            (by positivity)
  exact ⟨fun n => (key n).1, fun n => (key n).2⟩

/-- For `c ≠ 0` and `κ < 0`, two solutions with the same `f(0)` are equal. -/
theorem unique_of_origin (hc : c ≠ 0) (hκ : κ < 0) {f' h' : ℝ⟦X⟧}
    (hs : RegularSolution c E V κ f h) (hs' : RegularSolution c E V κ f' h')
    (h00 : coeff 0 f' = coeff 0 f) : f' = f ∧ h' = h := by
  obtain ⟨h0, hr⟩ := (recursion_iff hc hκ).mp hs
  obtain ⟨h0', hr'⟩ := (recursion_iff hc hκ).mp hs'
  have key : ∀ n, coeff n f' = coeff n f ∧ coeff n h' = coeff n h := by
    intro n
    induction n using Nat.strong_induction_on with
    | _ n ih =>
      rcases n with _ | n
      · exact ⟨h00, h0'.trans h0.symm⟩
      · have s (W : ℝ⟦X⟧) : coeff n (f' * W) = coeff n (f * W) ∧
            coeff n (h' * W) = coeff n (h * W) := by
          simp only [coeff_mul]
          constructor <;> refine Finset.sum_congr rfl fun p hp => ?_
          all_goals have hp' := Finset.HasAntidiagonal.mem_antidiagonal.mp hp
          · rw [(ih p.1 (by omega)).1]
          · rw [(ih p.1 (by omega)).2]
        have e1 := (hr' n).1.trans ((s _).2.trans (hr n).1.symm)
        have e2 := (hr' n).2.trans ((congrArg Neg.neg (s _).1).trans (hr n).2.symm)
        exact ⟨mul_left_cancel₀ (by positivity) (mul_left_cancel₀ hc e1),
          mul_left_cancel₀ (by positivity) (mul_left_cancel₀ hc e2)⟩
  exact ⟨PowerSeries.ext fun n => (key n).1, PowerSeries.ext fun n => (key n).2⟩

/-- **Regular solution in a finite nucleus.** For `c ≠ 0`, `κ < 0` and an even potential, `f` is
even, `h` is odd with the stated linear coefficient, and `f(0)` determines both series. -/
theorem finite_nucleus_expansion (hc : c ≠ 0) (hκ : κ < 0) (hV : IsEven V)
    (hs : RegularSolution c E V κ f h) :
    IsEven f ∧ IsOdd h ∧
    coeff 1 h = -(E - coeff 0 V - c ^ 2) * coeff 0 f / (c * (2 * (κ.natAbs : ℝ) + 1)) ∧
    ∀ f' h', RegularSolution c E V κ f' h' → coeff 0 f' = coeff 0 f → f' = f ∧ h' = h := by
  obtain ⟨hf, hh⟩ := parity hc hκ hV hs
  refine ⟨hf, hh, ?_, fun f' h' hs' h00 => unique_of_origin hc hκ hs hs' h00⟩
  -- the slope is the recursion at order zero
  have e := (((recursion_iff hc hκ).mp hs).2 0).2
  have s : coeff 0 (f * (C (E - c ^ 2) - V)) = coeff 0 f * (E - c ^ 2 - coeff 0 V) := by
    simp
  rw [s] at e
  simp only [Nat.cast_zero, zero_add] at e
  have hd : c * (2 * (κ.natAbs : ℝ) + 1) ≠ 0 := mul_ne_zero hc (by positivity)
  rw [eq_div_iff hd]
  linear_combination e

end

end FiniteNucleusDirac
```

```lean
#print axioms FiniteNucleusDirac.finite_nucleus_expansion
-- 'FiniteNucleusDirac.finite_nucleus_expansion' depends on axioms: [propext, Classical.choice, Quot.sound]
```

## From the product rule to strong induction

`euler_pow_mul` is the product rule for r^m f, proved by induction on m. `reduced_iff` writes κ as −m and passes to the equations for f and h. The cancellation of r^(m+1) and r^m is done by `mul_left_cancel₀`, which is allowed because a power of `X` is not the zero series. The algebra around it is left to `linear_combination`.

`recursion_iff` compares coefficients. From the first equation it takes order n; from the second it takes order 0, which gives h₀ = 0, and order n + 1. The converse holds as well, since two series are equal when all their coefficients are. The file keeps the sums over i + j = n inside the coefficient of a product, such as `coeff n (h * (C (E + c ^ 2) - V))`.

`parity` first proves the auxiliary statement `s`: the nth coefficient of g(a − V) vanishes if gᵢ = 0 for every i ≤ n with i + n even. This is the case distinction on j made above, with the constant a absorbed into the even series a − V. The strong induction then applies `s` to h and to f in turn, and removes the nonzero factors c and n + 1, or c and n + 1 + 2m.

`unique_of_origin` runs a second strong induction. Equal coefficients up to order n give equal right-hand sides, and cancelling the same factors gives equality at order n + 1. It does not use evenness of V, so uniqueness also holds for a potential series with odd terms.

`finite_nucleus_expansion` combines these results and reads the slope from the recursion at n = 0.

For one electron in a fixed central potential of this kind, with κ < 0, the result supplies the first terms for starting an outward numerical integration. It also matches the behaviour at the origin of Gaussian basis functions, multiplied by r like P and Q: r^|κ| exp(−ζr²) is r^|κ| times an even series, and its kinetically balanced partner, proportional to r^(|κ|+1) exp(−ζr²), is r^|κ| times an odd one.
